# Block matrices on coset representatives form a representation whose trace is the induced character

## Do the coset block matrices multiply like the group?

Take a finite group $G$, a subgroup $H$, elements $t_i$ that represent each left coset $t_iH$ exactly once, and a complex matrix representation $D$ of $H$ with character $\chi(h)=\operatorname{tr}D(h)$. The rule I use says that the matrices $\Gamma(g)$, whose block $(i,j)$ is $D(t_i^{-1}gt_j)$ when that element lies in $H$ and zero otherwise, form a representation of $G$, and that

$$\operatorname{tr}\Gamma(g)=\frac1{|H|}\sum_{x\in G}\dot\chi(x^{-1}gx),$$

where $\dot\chi$ is $\chi$ on $H$ and zero elsewhere. I have always verified this case by case, by multiplying matrices for one point group. I would like a rigorous argument for all groups at once, checked by a machine, and I want to see where the properties of the $t_i$ enter.

## They do, and the trace is the induced character

Both claims hold as stated. The multiplication law needs only finitely many cosets, while the character formula needs $G$ finite. In addition, unitary $D$ gives unitary $\Gamma$, and the scalar product of $\operatorname{tr}\Gamma$ with any class function of $G$ can be evaluated inside $H$.

The block rule comes from the following picture. Let functions $\phi_b$ transform under $H$ as $h\phi_b=\sum_a\phi_aD(h)_{ab}$, and move them with the $t_j$. If $gt_j=t_ih$ with $h\in H$, then $g\,t_j\phi_b=\sum_a t_i\phi_a\,D(t_i^{-1}gt_j)_{ab}$. In a molecule with exact finite point group $G$, let $H$ be the site group of one atom and let $\phi_a$ be orbitals on that atom which $H$ mixes only among themselves. Their images $t_j\phi_a$ on the equivalent atoms, if all are linearly independent, transform by the matrices $\Gamma(g)$. A $p$ shell written along common axes on every atom spans the same space as the images of one such shell, but its matrices are in general related to $\Gamma(g)$ by a change of basis. The theorems below concern only the matrices and not the orbitals.

### Zero extension and the product of blocks

A dot marks a function on $H$ continued by zero to $G$, so that block $(i,j)$ is $\Gamma(g)_{ij}=\dot D(t_i^{-1}gt_j)$. Two properties of the representatives are used. Covering: for every $g$ some $t_i^{-1}g$ lies in $H$. Uniqueness: $t_i^{-1}t_j\in H$ forces $i=j$.

First, for $a\in H$ and $x\in G$,

$$\dot D(ax)=D(a)\,\dot D(x).$$

For $x\in H$ this is the homomorphism property of $D$. For $x\notin H$ also $ax\notin H$, since otherwise $x=a^{-1}(ax)$ would lie in $H$, and both sides vanish.

Second, for all $x,y\in G$,

$$\sum_k\dot D(xt_k)\,\dot D(t_k^{-1}y)=\dot D(xy).$$

Covering applied to $x^{-1}$ gives a label $k$ with $t_k^{-1}x^{-1}\in H$, hence $xt_k\in H$ by inversion. If also $xt_l\in H$, the product $t_k^{-1}x^{-1}\cdot xt_l=t_k^{-1}t_l$ lies in $H$, so $l=k$. One term survives, and the first identity with $a=xt_k$ turns $D(xt_k)\dot D(t_k^{-1}y)$ into $\dot D(xy)$.

Setting $x=t_i^{-1}g$ and $y=g't_j$ for $g,g'\in G$ gives $\sum_k\Gamma(g)_{ik}\Gamma(g')_{kj}=\Gamma(gg')_{ij}$. For the identity element $e$, the block $\dot D(t_i^{-1}t_j)$ is $D(e)=1$ for $i=j$ and zero for $i\ne j$ by uniqueness, so $\Gamma(e)=1$.

### The trace as a sum over the group

Only diagonal blocks contribute, so $\operatorname{tr}\Gamma(g)=\sum_i\dot\chi(t_i^{-1}gt_i)$. The map $(i,h)\mapsto t_ih$ is a bijection onto $G$. It is onto by covering, and $t_ih=t_jh'$ with $h,h'\in H$ gives $t_i^{-1}t_j=hh'^{-1}\in H$, so $i=j$ and then $h=h'$. Moreover $\dot\chi(h^{-1}yh)=\dot\chi(y)$ for $h\in H$ and $y\in G$. For $y\in H$ this is $\operatorname{tr}[D(h^{-1}y)D(h)]=\operatorname{tr}[D(h)D(h^{-1}y)]$, and for $y\notin H$ both sides are zero. Therefore

$$\sum_{x\in G}\dot\chi(x^{-1}gx)=\sum_i\sum_{h\in H}\dot\chi\big(h^{-1}\,t_i^{-1}gt_i\,h\big)=|H|\sum_i\dot\chi(t_i^{-1}gt_i),$$

and division by $|H|$ gives the formula. Call its right side $\chi^G(g)$. It contains no $t_i$, so the trace does not depend on the choice of representatives.

### Unitarity and reciprocity

If every $D(h)$ is unitary, then $D(h^{-1})=D(h)^\dagger$, because a left inverse and a right inverse of $D(h)$ coincide. Since $y^{-1}\in H$ exactly when $y\in H$, one has $\dot D(y^{-1})=\dot D(y)^\dagger$ on all of $G$. Block $(i,j)$ of $\Gamma(g)^\dagger$ is $\dot D(t_j^{-1}gt_i)^\dagger=\dot D(t_i^{-1}g^{-1}t_j)$, so $\Gamma(g)^\dagger=\Gamma(g^{-1})$ and $\Gamma(g)\Gamma(g)^\dagger=\Gamma(e)=1$.

For functions $u,v$ on a finite group $K$ put $\langle u,v\rangle_K=|K|^{-1}\sum_{k\in K}\overline{u(k)}\,v(k)$. Let $\psi$ be a class function on $G$, meaning $\psi(x^{-1}gx)=\psi(g)$. Then

$$\langle\psi,\chi^G\rangle_G=\frac1{|G||H|}\sum_{x}\sum_{g}\overline{\psi(g)}\,\dot\chi(x^{-1}gx)=\frac{1}{|H|}\sum_{g}\overline{\psi(g)}\,\dot\chi(g)=\langle\psi|_H,\chi\rangle_H .$$

In the middle step the substitution $g\mapsto x^{-1}gx$ makes the inner sum independent of $x$, and the sum over $x$ cancels $|G|$. In the last step the terms with $g\notin H$ vanish.

### How the Lean objects carry these statements

The coset labels form a finite type `ι`, and the rows of $D$ are labelled by a finite type `n`, which is an index set and not a number. `IsTransversal H t` is the pair `cover` and `unique`, and it is a hypothesis on the given `t`; the general theorems do not construct representatives. The type `H →* Matrix n n ℂ` says $D(e)=1$ and $D(hh')=D(h)D(h')$, which excludes projective and antiunitary representations. `extend` is the dot, `character D` is $\chi$, and `induced t D g` is $\Gamma(g)$ with rows labelled by a pair `p`, where `p.1` is the coset label $i$ and `p.2` the row $a$ inside the block. `inducedRep ht D` is the same map as a homomorphism of type `G →* Matrix (ι × n) (ι × n) ℂ`, defined without finiteness of $G$, so infinite groups with a subgroup of finite index are included there. Each $\Gamma(g)$ is invertible as a consequence, with inverse $\Gamma(g^{-1})$.

`inducedChar` is $\chi^G$, and `trace_inducedRep` is the character formula for finite $G$. In `inducedRep_unitary` the hypothesis `hD` stands for an orthonormal basis $\phi_a$ and operations of $H$ that preserve scalar products; no other theorem assumes it. `groupInner` is $\langle\cdot,\cdot\rangle_K$, conjugate-linear in its first argument. `frobenius_reciprocity` is the identity of scalar products for any $\psi$ that satisfies `hψ`. Reading its two sides as multiplicities of irreducible representations requires complete reducibility and character orthogonality, and nothing in the file speaks of irreducibility. Finally, `isTransversal_witness` shows that $t_0=e$ and $t_1=(0\,1)$ represent the cosets of the even permutations among the permutations of three objects, the abstract form of $C_3$ in $C_{3v}$.

```lean
import Mathlib

open Matrix ComplexConjugate

namespace InducedRepresentation

noncomputable section

variable {G ι n : Type*} [Group G] [Fintype ι] [DecidableEq ι] [Fintype n] [DecidableEq n]
  {H : Subgroup G} [DecidablePred (· ∈ H)] {t : ι → G}

/-- The elements `t i` represent the left cosets of `H`: every `g` lies in some `t i H`,
and different labels give different cosets. -/
structure IsTransversal (H : Subgroup G) (t : ι → G) : Prop where
  cover : ∀ g, ∃ i, (t i)⁻¹ * g ∈ H
  unique : ∀ i j, (t i)⁻¹ * t j ∈ H → i = j

/-- A function on the subgroup `H`, continued by zero to the whole group. -/
def extend {M : Type*} [Zero M] (f : H → M) (g : G) : M :=
  if h : g ∈ H then f ⟨g, h⟩ else 0

/-- The character of a matrix representation of `H`. -/
def character (D : H →* Matrix n n ℂ) (h : H) : ℂ := (D h).trace

/-- The block matrix whose block `(i, j)` is `D (tᵢ⁻¹ g tⱼ)` if that element lies in `H`,
and zero otherwise. -/
def induced (t : ι → G) (D : H →* Matrix n n ℂ) (g : G) : Matrix (ι × n) (ι × n) ℂ :=
  Matrix.of fun p q => extend D ((t p.1)⁻¹ * g * t q.1) p.2 q.2

/-- The induced character: `1/|H|` times the sum over `x` in `G` of `χ (x⁻¹ g x)`,
with `χ` taken as zero outside `H`. -/
def inducedChar [Fintype G] (χ : H → ℂ) (g : G) : ℂ :=
  (Fintype.card H : ℂ)⁻¹ * ∑ x : G, extend χ (x⁻¹ * g * x)

/-- The group-averaged scalar product of two complex functions on a finite group. -/
def groupInner {K : Type*} [Fintype K] (a b : K → ℂ) : ℂ :=
  (Fintype.card K : ℂ)⁻¹ * ∑ k, conj (a k) * b k

/-- A left factor from `H` can be pulled out of the zero-extended representation. -/
theorem extend_mul_left (D : H →* Matrix n n ℂ) (a : H) (x : G) :
    extend D (a * x) = D a * extend D x := by
  unfold extend
  by_cases hx : x ∈ H
  · have h : (a : G) * x ∈ H := H.mul_mem a.2 hx
    rw [dif_pos h, dif_pos hx, ← map_mul]
    rfl
  · have h : (a : G) * x ∉ H := fun h => hx (by
      have h2 := H.mul_mem (H.inv_mem a.2) h
      rwa [inv_mul_cancel_left] at h2)
    rw [dif_neg h, dif_neg hx, mul_zero]

omit [DecidableEq ι] in
/-- Summing products of blocks over the intermediate coset label gives the zero-extended
representation at the product element. -/
theorem block_product (ht : IsTransversal H t) (D : H →* Matrix n n ℂ) (x y : G) :
    ∑ k, extend D (x * t k) * extend D ((t k)⁻¹ * y) = extend D (x * y) := by
  obtain ⟨k, hk⟩ := ht.cover x⁻¹
  have hk' : x * t k ∈ H := by
    have h2 := H.inv_mem hk
    rwa [_root_.mul_inv_rev, inv_inv, inv_inv] at h2
  -- only the label `k` with `x tₖ ∈ H` contributes
  rw [Finset.sum_eq_single k]
  · have e : x * y = ((⟨x * t k, hk'⟩ : H) : G) * ((t k)⁻¹ * y) := by simp [mul_assoc]
    rw [e, extend_mul_left]
    congr 1
    exact dif_pos hk'
  · intro l _ hl
    have hn : x * t l ∉ H := fun h => hl (ht.unique k l (by
      have h2 := H.mul_mem hk h
      rwa [mul_assoc, inv_mul_cancel_left] at h2)).symm
    have h0 : extend D (x * t l) = 0 := dif_neg hn
    rw [h0, zero_mul]
  · simp

omit [Fintype ι] in
/-- The identity element is represented by the unit matrix. -/
theorem induced_one (ht : IsTransversal H t) (D : H →* Matrix n n ℂ) :
    induced t D 1 = 1 := by
  ext ⟨i, a⟩ ⟨j, b⟩
  by_cases hij : i = j
  · subst hij
    have h1 : extend D (1 : G) = 1 := by
      unfold extend
      rw [dif_pos H.one_mem]
      exact map_one D
    simp [induced, h1, Matrix.one_apply]
  · have h0 : extend D ((t i)⁻¹ * t j) = 0 := dif_neg fun h => hij (ht.unique i j h)
    simp [induced, h0, hij]

omit [DecidableEq ι] in
/-- The block matrices multiply as the group elements do. -/
theorem induced_mul (ht : IsTransversal H t) (D : H →* Matrix n n ℂ) (g h : G) :
    induced t D (g * h) = induced t D g * induced t D h := by
  ext ⟨i, a⟩ ⟨j, b⟩
  have key := congrFun (congrFun (block_product ht D ((t i)⁻¹ * g) (h * t j)) a) b
  simp only [induced, Matrix.mul_apply, Fintype.sum_prod_type, Matrix.of_apply]
  simp only [Matrix.sum_apply, Matrix.mul_apply] at key
  simp only [mul_assoc] at key ⊢
  exact key.symm

/-- The induced representation: the block matrices as a homomorphism from `G`. -/
def inducedRep (ht : IsTransversal H t) (D : H →* Matrix n n ℂ) :
    G →* Matrix (ι × n) (ι × n) ℂ where
  toFun := induced t D
  map_one' := induced_one ht D
  map_mul' := induced_mul ht D

omit [DecidableEq ι] in
/-- A sum over `G` splits into sums over the cosets `tᵢ H`. -/
theorem sum_cosets [Fintype G] (ht : IsTransversal H t) (f : G → ℂ) :
    ∑ x, f x = ∑ i, ∑ h : H, f (t i * h) := by
  have hb : Function.Bijective fun p : ι × H => t p.1 * (p.2 : G) := by
    constructor
    · rintro ⟨i, h⟩ ⟨j, k⟩ e
      have e' : t i * (h : G) = t j * k := e
      have e2 : (t i)⁻¹ * t j = h * (k : G)⁻¹ := by
        rw [eq_mul_inv_iff_mul_eq, mul_assoc, ← e', inv_mul_cancel_left]
      have hij : i = j := ht.unique i j (by
        rw [e2]; exact H.mul_mem h.2 (H.inv_mem k.2))
      subst hij
      exact Prod.ext rfl (Subtype.ext (mul_left_cancel e'))
    · intro g
      obtain ⟨i, hi⟩ := ht.cover g
      exact ⟨(i, ⟨_, hi⟩), by simp⟩
  rw [← hb.sum_comp f, Fintype.sum_prod_type]

omit [DecidableEq ι] in
/-- The trace of the block matrix is the sum of `χ (tᵢ⁻¹ g tᵢ)` over the coset labels,
with `χ` taken as zero outside `H`. -/
theorem trace_induced_cosets (t : ι → G) (D : H →* Matrix n n ℂ) (g : G) :
    (induced t D g).trace = ∑ i, extend (character D) ((t i)⁻¹ * g * t i) := by
  simp only [Matrix.trace, Matrix.diag_apply, induced, Matrix.of_apply, Fintype.sum_prod_type]
  refine Finset.sum_congr rfl fun i _ => ?_
  by_cases h : (t i)⁻¹ * g * t i ∈ H <;> simp [extend, h, character, Matrix.trace]

/-- The trace of the induced representation is the induced character. -/
theorem trace_inducedRep [Fintype G] (ht : IsTransversal H t) (D : H →* Matrix n n ℂ) (g : G) :
    (inducedRep ht D g).trace = inducedChar (character D) g := by
  -- the extended character is unchanged by conjugation with elements of `H`
  have hc : ∀ (h : H) (y : G),
      extend (character D) ((h : G)⁻¹ * y * h) = extend (character D) y := by
    intro h y
    unfold extend
    by_cases hy : y ∈ H
    · have h1 : (h : G)⁻¹ * y * h ∈ H := H.mul_mem (H.mul_mem (H.inv_mem h.2) hy) h.2
      rw [dif_pos h1, dif_pos hy]
      change (D (h⁻¹ * ⟨y, hy⟩ * h)).trace = (D ⟨y, hy⟩).trace
      rw [map_mul, Matrix.trace_mul_comm, ← map_mul, mul_inv_cancel_left]
    · have h1 : (h : G)⁻¹ * y * h ∉ H := fun h1 => hy (by
        have h2 := H.mul_mem (H.mul_mem h.2 h1) (H.inv_mem h.2)
        have e : (h : G) * ((h : G)⁻¹ * y * h) * (h : G)⁻¹ = y := by group
        rwa [e] at h2)
      rw [dif_neg h1, dif_neg hy]
  have ht' : ∀ i (h : H), extend (character D) ((t i * h)⁻¹ * g * (t i * h))
      = extend (character D) ((t i)⁻¹ * g * t i) := by
    intro i h
    rw [← hc h ((t i)⁻¹ * g * t i)]
    congr 1
    group
  have hH : (Fintype.card H : ℂ) ≠ 0 := Nat.cast_ne_zero.mpr Fintype.card_ne_zero
  change (induced t D g).trace = _
  rw [trace_induced_cosets, inducedChar, sum_cosets ht]
  simp only [ht', Finset.sum_const, Finset.card_univ, nsmul_eq_mul]
  rw [← Finset.mul_sum, inv_mul_cancel_left₀ hH]

/-- A unitary representation of `H` induces a unitary representation of `G`. -/
theorem inducedRep_unitary (ht : IsTransversal H t) (D : H →* Matrix n n ℂ)
    (hD : ∀ h, D h ∈ Matrix.unitaryGroup n ℂ) (g : G) :
    inducedRep ht D g ∈ Matrix.unitaryGroup (ι × n) ℂ := by
  have h1 : ∀ y : G, extend D y⁻¹ = star (extend D y) := by
    intro y
    unfold extend
    by_cases hy : y ∈ H
    · rw [dif_pos (H.inv_mem hy), dif_pos hy]
      refine left_inv_eq_right_inv ?_ (Matrix.mem_unitaryGroup_iff.mp (hD ⟨y, hy⟩))
      change D (⟨y, hy⟩ : H)⁻¹ * D ⟨y, hy⟩ = 1
      rw [← map_mul, inv_mul_cancel, map_one]
    · rw [dif_neg (fun h => hy (inv_mem_iff.mp h)), dif_neg hy, star_zero]
  -- the adjoint of the matrix of `g` is the matrix of `g⁻¹`
  have h2 : star (inducedRep ht D g) = inducedRep ht D g⁻¹ := by
    ext ⟨i, a⟩ ⟨j, b⟩
    change star (extend D ((t j)⁻¹ * g * t i) b a) = extend D ((t i)⁻¹ * g⁻¹ * t j) a b
    have e : (t i)⁻¹ * g⁻¹ * t j = ((t j)⁻¹ * g * t i)⁻¹ := by group
    rw [e, h1, Matrix.star_apply]
  rw [Matrix.mem_unitaryGroup_iff, h2, ← map_mul, mul_inv_cancel, map_one]

/-- Frobenius reciprocity: the scalar product over `G` of a class function `ψ` with the trace of
the induced representation equals that over `H` of the restricted `ψ` with the character. -/
theorem frobenius_reciprocity [Fintype G] (ht : IsTransversal H t) (D : H →* Matrix n n ℂ)
    (ψ : G → ℂ) (hψ : ∀ x g, ψ (x⁻¹ * g * x) = ψ g) :
    groupInner ψ (fun g => (inducedRep ht D g).trace)
      = groupInner (fun h : H => ψ h) (character D) := by
  have h1 : ∑ h : H, conj (ψ h) * character D h
      = ∑ g, conj (ψ g) * extend (character D) g :=
    Fintype.sum_of_injective Subtype.val Subtype.val_injective _ _
      (fun g hg => by
        have hn : g ∉ H := fun h => hg ⟨⟨g, h⟩, rfl⟩
        simp [extend, hn])
      (fun h => by simp [extend])
  -- each conjugator `x` gives the same sum
  have h2 : ∀ x, ∑ g, conj (ψ g) * extend (character D) (x⁻¹ * g * x)
      = ∑ g, conj (ψ g) * extend (character D) g := fun x =>
    Fintype.sum_equiv ((Equiv.mulLeft x⁻¹).trans (Equiv.mulRight x)) _ _
      (fun g => by simp [hψ])
  have hG : (Fintype.card G : ℂ) ≠ 0 := Nat.cast_ne_zero.mpr Fintype.card_ne_zero
  have h3 : ∑ g, conj (ψ g) * inducedChar (character D) g = (Fintype.card H : ℂ)⁻¹ *
      ∑ x : G, ∑ g, conj (ψ g) * extend (character D) (x⁻¹ * g * x) := by
    rw [Finset.sum_comm, Finset.mul_sum]
    refine Finset.sum_congr rfl fun g _ => ?_
    rw [inducedChar, ← Finset.mul_sum, mul_left_comm]
  simp only [groupInner, trace_inducedRep]
  rw [h3, h1]
  simp only [h2, Finset.sum_const, Finset.card_univ, nsmul_eq_mul]
  rw [mul_left_comm, inv_mul_cancel_left₀ hG]

/-- The identity and the transposition `(0 1)` represent the left cosets of the even
permutations among the permutations of three objects. -/
theorem isTransversal_witness :
    IsTransversal (alternatingGroup (Fin 3)) ![1, Equiv.swap (0 : Fin 3) 1] := by
  have hs : Equiv.Perm.sign (Equiv.swap (0 : Fin 3) 1) = -1 := Equiv.Perm.sign_swap (by decide)
  constructor
  · intro g
    rcases Int.units_eq_one_or (Equiv.Perm.sign g) with h | h
    · exact ⟨0, by simp [Equiv.Perm.mem_alternatingGroup, h]⟩
    · exact ⟨1, by simp [Equiv.Perm.mem_alternatingGroup, h, hs]⟩
  · intro i j
    fin_cases i <;> fin_cases j <;> simp [Equiv.Perm.mem_alternatingGroup, hs]

end

end InducedRepresentation
```

```lean
#print axioms InducedRepresentation.trace_inducedRep
#print axioms InducedRepresentation.inducedRep_unitary
#print axioms InducedRepresentation.frobenius_reciprocity
```

```
'InducedRepresentation.trace_inducedRep' depends on axioms: [propext, Classical.choice, Quot.sound]
'InducedRepresentation.inducedRep_unitary' depends on axioms: [propext, Classical.choice, Quot.sound]
'InducedRepresentation.frobenius_reciprocity' depends on axioms: [propext, Classical.choice, Quot.sound]
```

### The lemmas against the derivation

`extend_mul_left` is the first identity, split by `by_cases hx : x ∈ H` into the two cases above. `block_product` is the second. It takes $k$ from `ht.cover x⁻¹`, and `Finset.sum_eq_single k` reduces the sum to that term. The first goal rewrites $xy$ as $(xt_k)(t_k^{-1}y)$ and applies `extend_mul_left`, and the second uses `ht.unique k l` to show that the other terms vanish. `induced_one` compares entries and needs only uniqueness. `induced_mul`, where Lean's `h` is the second element $g'$ of $G$, takes entry $(a,b)$ of `block_product` at `(t i)⁻¹ * g` and `h * t j`, and `Fintype.sum_prod_type` writes the sum over pairs as a sum over blocks followed by a sum within a block.

`sum_cosets` proves the bijection as `hb` and reindexes the sum with it. `trace_induced_cosets` is the sum over diagonal blocks, and it holds for arbitrary `t`, transversal or not. In `trace_inducedRep`, `hc` is the conjugation invariance of $\dot\chi$, obtained from `Matrix.trace_mul_comm`, and `ht'` applies it to $x=t_ih$. The inner sum over $h$ then has constant terms, `Finset.sum_const` produces the factor $|H|$, and `hH` allows its cancellation.

In `inducedRep_unitary`, `h1` is $\dot D(y^{-1})=\dot D(y)^\dagger$ through `left_inv_eq_right_inv`, and `h2` is $\Gamma(g)^\dagger=\Gamma(g^{-1})$, where `star` is the conjugate transpose on matrices and complex conjugation on entries. In `frobenius_reciprocity`, `h3` exchanges the two sums, `h2` is the substitution $g\mapsto x^{-1}gx$ and the only place where `hψ` is used, and `h1` passes between the sum over $H$ and the zero-extended sum over $G$. The witness argues by the sign of the permutation: an even $g$ belongs to label 0, an odd $g$ to label 1, and `fin_cases` runs through the four pairs of labels for uniqueness.

### Too few or too many representatives

The small examples that follow come from direct substitution into the definitions and are not theorems of the file. In each, $D$ is the trivial representation by the $1\times1$ matrix $1$.

Without covering, take $G=\{e,s\}$ with $s^2=e$, $H=\{e\}$ and the single representative $t_0=e$. Uniqueness holds. Then $\Gamma(e)=1$ and $\Gamma(s)=0$, so $\Gamma(s)\Gamma(s)=0$ differs from $\Gamma(s^2)=1$, and $\operatorname{tr}\Gamma(e)=1$ while $\chi^G(e)=2$.

Without uniqueness, take $G=H=\{e\}$ and $t_0=t_1=e$. Covering holds. Then $\Gamma(e)$ is the $2\times2$ matrix $J$ with all entries equal to 1, which is not the unit matrix and satisfies $J^2=2J\ne J$, and its trace is 2 while $\chi^G(e)=1$.

Without the class-function property, take the six permutations of three objects, $H=\{e,(0\,1)\}$, and $\psi$ equal to 1 at $(0\,1)$ and zero elsewhere. Exactly two elements $x$, those of $H$, conjugate $(0\,1)$ into $H$, so $\chi^G((0\,1))=1$ and the left side of the reciprocity formula is $1/6$, while the right side is $1/2$.
